# A half-filled odd ring of three or more sites has minimum neighbour repulsion V/2; an even ring has 0

Spinless electrons that repel each other on neighbouring sites of a half-filled chain can lower their energy by charge ordering: full, empty, full, empty. A simulation with periodic boundaries closes the chain into a ring, and if the ring has an odd number of sites, the alternation fails to match where it closes. How much does this mismatch cost, and can a smoother charge distribution avoid it?

## The minimum energy at fixed charge

Let site $i$ carry an occupation $n_i$ with $0\le n_i\le 1$, let $V\ge 0$ be the repulsion between neighbours, and let $Q=\sum_i n_i$ be the total charge in units of one electron. The energy is

$$E(n)=V\sum_i n_i n_{i+1},$$

where the index wraps around the ring. On $2m+1$ sites with $m\ge 1$,

$$E(n)\ \ge\ V(Q-m),$$

and for $m\le Q\le m+1$ the right-hand side is the exact minimum. At half filling, $Q=m+\tfrac12$, the minimum is $V/2$ for every such ring. On $2m+2$ sites with $Q=m+1$ it is $0$.

The mismatch therefore has a fixed total cost, and spreading the charge cannot reduce it. The uniform density $n_i=\tfrac12$ on the odd ring costs $V/2+V(2m-1)/4$, which for $V>0$ is above the minimum.

## Supercell size and a check on computed densities

In a mean-field code for spinless electrons with nearest-neighbour repulsion, $E(n)$ is the Hartree part of the interaction energy. A period-two charge order fits only into an even supercell. In an odd one of three or more sites, the minimum classical energy per site at half filling is too high by $V/(2(2m+1))$, an error that shrinks only as the inverse of the cell length.

The lower bound applies to any site densities between 0 and 1, including self-consistent ones obtained with hopping. If the Hartree term of an odd ring of three or more sites falls below $V(Q-m)$ by more than rounding, then the calculation contains an error or uses a different convention. The bond list, the occupations, the charge count and the prefactor are places to look.

Two conventions matter in such a comparison. Each bond is counted once, so a sum over both neighbours of every site must be halved. The occupations are those of one spinless orbital per site, so spin-summed densities of up to 2 have to be halved first, which divides the charge by 2 and the energy $E$ by 4.

For spinless electrons, half filling of an odd ring also means a half-integer charge, which is meaningful as an average but not as a fixed number of electrons on the ring. The neighbouring integer charges $Q=m$ and $Q=m+1$ have minimum energies $0$ and $V$.

## Growing the ring two sites at a time

Start with three sites of occupations $x,y,z$. Expanding the products gives

$$xy+yz+zx-(x+y+z-1)=(1-x)(1-y)(1-z)+xyz\ \ge 0 .$$

This is the bound for $m=1$.

Now take an odd ring and insert two sites with occupations $b,c$ into the bond between sites with occupations $a,d$. The bond sum loses $ad$ and gains $ab+bc+cd$. The change is at least $b+c-1$, because

$$\begin{aligned}
ab+bc+cd-ad-(b+c-1)={}&ad\,bc+a(1-d)(1-c+bc)\\
&+(1-a)d(1-b+bc)+(1-a)(1-d)(1-b)(1-c),
\end{aligned}$$

and every term on the right is non-negative. The left side is affine in $a$ and in $d$, and the right side interpolates between its values at the four corners of the $(a,d)$ square.

The insertion raises $Q$ by $b+c$ and $m$ by $1$, so $Q-m$ grows by exactly $b+c-1$. The bond sum grows by at least as much, and by induction it is at least $Q-m$ on every odd ring with $m\ge1$. Multiplying by $V\ge0$ gives the energy bound.

For attainment, put $\delta=Q-m$, which lies in $[0,1]$, and take

$$1,0,1,0,\dots,1,0,\delta .$$

The charge is $m+\delta=Q$. Every bond along the open chain contains an empty site. The closing bond joins $\delta$ to the initial $1$ and contributes $V\delta=V(Q-m)$. At half filling $\delta=\tfrac12$, and this site is a domain wall: the alternation on one side is shifted by one site relative to the other.

On an even ring the pattern $1,0,\dots,1,0$ closes without a mismatch. Its energy is zero, and no lower value is possible because every term of $E$ is non-negative.

For the uniform density, each of the $2m+1$ bonds contributes $V/4$, and $V(2m+1)/4=V/2+V(2m-1)/4$.

## The Lean file

```lean
import Mathlib

open Finset

namespace SupercellChargeOrder

noncomputable section

/-- Nearest-neighbour repulsion energy `V ∑ n_i n_(i+1)` of site occupations `n` on a periodic
ring of `N + 1` sites. -/
def chargeEnergy {N : ℕ} (V : ℝ) (n : Fin (N + 1) → ℝ) : ℝ :=
  V * ∑ i, n i * n (i + 1)

/-- The occupations of a ring of `N + 1` sites that lie between 0 and 1 and carry total
charge `Q`. -/
def occupations (N : ℕ) (Q : ℝ) : Set (Fin (N + 1) → ℝ) :=
  {n | (∀ i, 0 ≤ n i ∧ n i ≤ 1) ∧ ∑ i, n i = Q}

/-- The charge-ordered pattern `1, 0, 1, 0, …`, in which the even sites from `2m` onwards
carry charge `δ` instead of 1. -/
def pattern (m : ℕ) (δ : ℝ) (k : ℕ) : ℝ :=
  if k % 2 = 1 then 0 else if k < 2 * m then 1 else δ

/-- Cutting the ring open: its energy is that of an open chain plus the bond that joins the
last site to the first. -/
theorem chargeEnergy_path {N : ℕ} (V : ℝ) (x : ℕ → ℝ) :
    chargeEnergy V (fun i : Fin (N + 1) => x i) =
      V * (∑ k ∈ range N, x k * x (k + 1) + x N * x 0) := by
  have h : ∀ i : Fin N, ((i.castSucc + 1 : Fin (N + 1)) : ℕ) = i + 1 := by
    intro i
    simp
  have hl : ((Fin.last N + 1 : Fin (N + 1)) : ℕ) = 0 := by simp
  rw [Finset.sum_range]
  simp only [chargeEnergy, Fin.sum_univ_castSucc, h, hl, Fin.val_castSucc, Fin.val_last]

/-- Inserting two sites with occupations `b`, `c` into the bond between `a` and `d` changes the
bond sum by at least the added charge minus one, if all occupations lie between 0 and 1. -/
theorem insert_two_sites {a b c d : ℝ} (ha : 0 ≤ a ∧ a ≤ 1) (hb : 0 ≤ b ∧ b ≤ 1)
    (hc : 0 ≤ c ∧ c ≤ 1) (hd : 0 ≤ d ∧ d ≤ 1) :
    b + c - 1 ≤ a * b + b * c + c * d - a * d := by
  have a' := sub_nonneg.2 ha.2
  have b' := sub_nonneg.2 hb.2
  have c' := sub_nonneg.2 hc.2
  have d' := sub_nonneg.2 hd.2
  have bc := mul_nonneg hb.1 hc.1
  -- interpolate between the four corners of the (a, d) square
  have t1 := mul_nonneg (mul_nonneg ha.1 hd.1) bc
  have t2 := mul_nonneg (mul_nonneg ha.1 d') (add_nonneg c' bc)
  have t3 := mul_nonneg (mul_nonneg a' hd.1) (add_nonneg b' bc)
  have t4 := mul_nonneg (mul_nonneg a' d') (mul_nonneg b' c')
  nlinarith [t1, t2, t3, t4]

/-- For occupations between 0 and 1, the bond sum of a closed chain of `2(m+1) + 1` sites is at
least its total charge minus `m + 1`. -/
theorem odd_chain_bound (x : ℕ → ℝ) (hx : ∀ k, 0 ≤ x k ∧ x k ≤ 1) (m : ℕ) :
    ∑ k ∈ range (2 * (m + 1) + 1), x k - ((m + 1 : ℕ) : ℝ) ≤
      ∑ k ∈ range (2 * (m + 1)), x k * x (k + 1) + x (2 * (m + 1)) * x 0 := by
  induction m with
  | zero =>
    -- the triangle
    have t1 := mul_nonneg (mul_nonneg (hx 0).1 (hx 1).1) (hx 2).1
    have t2 := mul_nonneg (mul_nonneg (sub_nonneg.2 (hx 0).2) (sub_nonneg.2 (hx 1).2))
      (sub_nonneg.2 (hx 2).2)
    norm_num [Finset.sum_range_succ]
    nlinarith [t1, t2]
  | succ m ih =>
    rw [show 2 * (m + 1 + 1) = 2 * (m + 1) + 1 + 1 by ring]
    generalize 2 * (m + 1) = p at ih ⊢
    have step := insert_two_sites (hx p) (hx (p + 1)) (hx (p + 1 + 1)) (hx 0)
    simp only [Finset.sum_range_succ] at ih ⊢
    push_cast at ih ⊢
    linarith

/-- On a ring of `2m + 1 ≥ 3` sites with `V ≥ 0` and occupations between 0 and 1, the repulsion
energy is at least `V` times the charge in excess of `m`. -/
theorem odd_ring_lower_bound {m : ℕ} (hm : 1 ≤ m) {V : ℝ} (hV : 0 ≤ V)
    (n : Fin (2 * m + 1) → ℝ) (hn : ∀ i, 0 ≤ n i ∧ n i ≤ 1) :
    V * (∑ i, n i - m) ≤ chargeEnergy V n := by
  obtain ⟨k, rfl⟩ : ∃ k, m = k + 1 := ⟨m - 1, by omega⟩
  -- list the occupations along the ring
  obtain ⟨x, hx, hb⟩ : ∃ x : ℕ → ℝ, (n = fun i : Fin (2 * (k + 1) + 1) => x (i : ℕ)) ∧
      ∀ j, 0 ≤ x j ∧ x j ≤ 1 := by
    refine ⟨fun j => if h : j < 2 * (k + 1) + 1 then n ⟨j, h⟩ else 0, ?_, ?_⟩
    · funext i
      beta_reduce
      rw [dif_pos i.isLt]
    · intro j
      beta_reduce
      split_ifs
      · exact hn _
      · norm_num
  have e1 : chargeEnergy V n = V * (∑ j ∈ range (2 * (k + 1)), x j * x (j + 1)
      + x (2 * (k + 1)) * x 0) := by
    rw [hx]
    exact chargeEnergy_path V x
  have e2 : ∑ i, n i = ∑ j ∈ range (2 * (k + 1) + 1), x j := by
    rw [hx]
    exact (Finset.sum_range x).symm
  rw [e1, e2]
  exact mul_le_mul_of_nonneg_left (odd_chain_bound x hb k) hV


/-- No two neighbouring sites of the charge-ordered pattern are both occupied. -/
theorem pattern_bond (m : ℕ) (δ : ℝ) (k : ℕ) : pattern m δ k * pattern m δ (k + 1) = 0 := by
  rcases Nat.mod_two_eq_zero_or_one k with h | h
  · have h' : pattern m δ (k + 1) = 0 := by
      rw [pattern, if_pos (show (k + 1) % 2 = 1 by omega)]
    rw [h', mul_zero]
  · have h' : pattern m δ k = 0 := by rw [pattern, if_pos h]
    rw [h', zero_mul]

/-- The first `2j` sites of the charge-ordered pattern carry charge `j`, for `j ≤ m`. -/
theorem pattern_sum (m : ℕ) (δ : ℝ) (j : ℕ) (hj : j ≤ m) :
    ∑ k ∈ range (2 * j), pattern m δ k = j := by
  induction j with
  | zero => simp
  | succ j ih =>
    have h1 : pattern m δ (2 * j) = 1 := by
      rw [pattern, if_neg (show ¬ (2 * j) % 2 = 1 by omega),
        if_pos (show 2 * j < 2 * m by omega)]
    have h2 : pattern m δ (2 * j + 1) = 0 := by
      rw [pattern, if_pos (show (2 * j + 1) % 2 = 1 by omega)]
    rw [show 2 * (j + 1) = 2 * j + 1 + 1 by ring, Finset.sum_range_succ,
      Finset.sum_range_succ, ih (by omega), h1, h2]
    push_cast
    ring


/-- On a ring of `2m + 1 ≥ 3` sites with `V ≥ 0` and total charge `Q` between `m` and `m + 1`,
the minimum of the repulsion energy is exactly `V (Q - m)`. -/
theorem odd_ring_minimum {m : ℕ} (hm : 1 ≤ m) {V Q : ℝ} (hV : 0 ≤ V)
    (hQ0 : (m : ℝ) ≤ Q) (hQ1 : Q ≤ m + 1) :
    IsLeast (chargeEnergy V '' occupations (2 * m) Q) (V * (Q - m)) := by
  have hlast : pattern m (Q - m) (2 * m) = Q - m := by
    rw [pattern, if_neg (show ¬ (2 * m) % 2 = 1 by omega), if_neg (lt_irrefl _)]
  refine ⟨⟨fun i => pattern m (Q - m) i, ⟨fun i => ?_, ?_⟩, ?_⟩, ?_⟩
  · simp only [pattern]
    split_ifs <;> constructor <;> linarith
  · rw [← Finset.sum_range (pattern m (Q - m)), Finset.sum_range_succ,
      pattern_sum m _ m le_rfl, hlast]
    ring
  · -- only the closing bond costs energy
    have h0 : pattern m (Q - m) 0 = 1 := by
      rw [pattern, if_neg (show ¬ 0 % 2 = 1 by omega), if_pos (show 0 < 2 * m by omega)]
    rw [chargeEnergy_path V (pattern m (Q - m)),
      Finset.sum_eq_zero (fun k _ => pattern_bond m (Q - m) k), hlast, h0]
    ring
  · rintro _ ⟨n, ⟨hn, hQ⟩, rfl⟩
    have h := odd_ring_lower_bound hm hV n hn
    rw [hQ] at h
    exact h

/-- At half filling, a ring of `2m + 1 ≥ 3` sites with `V ≥ 0` has minimum repulsion energy
exactly `V / 2`. -/
theorem odd_ring_half_filling {m : ℕ} (hm : 1 ≤ m) {V : ℝ} (hV : 0 ≤ V) :
    IsLeast (chargeEnergy V '' occupations (2 * m) ((2 * m + 1) / 2)) (V / 2) := by
  have h := odd_ring_minimum hm (Q := (2 * m + 1) / 2) hV (by linarith) (by linarith)
  have e : V * ((2 * (m : ℝ) + 1) / 2 - m) = V / 2 := by ring
  rwa [e] at h

/-- At half filling, a ring of `2m + 2` sites with `V ≥ 0` has minimum repulsion energy 0. -/
theorem even_ring_half_filling (m : ℕ) {V : ℝ} (hV : 0 ≤ V) :
    IsLeast (chargeEnergy V '' occupations (2 * m + 1) (m + 1)) 0 := by
  have hodd : pattern m 1 (2 * m + 1) = 0 := by
    rw [pattern, if_pos (show (2 * m + 1) % 2 = 1 by omega)]
  have hlast : pattern m 1 (2 * m) = 1 := by
    rw [pattern, if_neg (show ¬ (2 * m) % 2 = 1 by omega), if_neg (lt_irrefl _)]
  refine ⟨⟨fun i => pattern m 1 i, ⟨fun i => ?_, ?_⟩, ?_⟩, ?_⟩
  · simp only [pattern]
    split_ifs <;> constructor <;> linarith
  · rw [← Finset.sum_range (pattern m 1), Finset.sum_range_succ, Finset.sum_range_succ,
      pattern_sum m _ m le_rfl, hlast, hodd, add_zero]
  · rw [chargeEnergy_path V (pattern m 1),
      Finset.sum_eq_zero (fun k _ => pattern_bond m 1 k), hodd]
    ring
  · rintro _ ⟨n, ⟨hn, _⟩, rfl⟩
    exact mul_nonneg hV (Finset.sum_nonneg fun i _ => mul_nonneg (hn i).1 (hn _).1)

/-- The uniform density 1/2 on a ring of `2m + 1` sites has repulsion energy
`V / 2 + V (2m - 1) / 4`. -/
theorem uniform_energy (m : ℕ) (V : ℝ) :
    chargeEnergy V (fun _ : Fin (2 * m + 1) => (1 / 2 : ℝ)) =
      V / 2 + V * (2 * m - 1) / 4 := by
  simp only [chargeEnergy, Finset.sum_const, Finset.card_univ, Fintype.card_fin, nsmul_eq_mul]
  push_cast
  ring

end

end SupercellChargeOrder
```

```lean
#print axioms SupercellChargeOrder.odd_ring_half_filling
#print axioms SupercellChargeOrder.even_ring_half_filling
#print axioms SupercellChargeOrder.uniform_energy
```

```
'SupercellChargeOrder.odd_ring_half_filling' depends on axioms: [propext, Classical.choice, Quot.sound]
'SupercellChargeOrder.even_ring_half_filling' depends on axioms: [propext, Classical.choice, Quot.sound]
'SupercellChargeOrder.uniform_energy' depends on axioms: [propext, Classical.choice, Quot.sound]
```

## From the Lean statements to the ring

In `chargeEnergy`, the occupations are a real function on `Fin (N + 1)`, so `N` is the number of sites minus one, and `i + 1` wraps from the last site to the first. The set `occupations (2 * m) Q` contains all densities on $2m+1$ sites with values between 0 and 1 and total charge $Q$. In `odd_ring_minimum`, `IsLeast` applied to the image of this set under the energy says that the value $V(Q-m)$ is reached by an admissible density and that no admissible density goes lower. `odd_ring_half_filling` and `even_ring_half_filling` have the same form. The even case includes the ring of two sites, where the cyclic sum counts the single pair twice.

The proof first cuts the ring open. `chargeEnergy_path` writes the energy as a chain sum plus the closing bond. `insert_two_sites` is the insertion inequality: `t1` to `t4` are the four non-negative terms above, and `nlinarith` combines them. `odd_chain_bound` is the induction. Its `m` starts at 0 for the triangle, one less than in the formulas here, and in the induction step `linarith` adds the insertion inequality to the bound for the shorter ring. `odd_ring_lower_bound` carries the result back to the ring by listing its occupations as a sequence.

For attainment, `pattern_bond` shows that consecutive sites of the pattern, read as an open chain, have product zero (the closing bond of the ring is treated separately), and `pattern_sum` counts the charge on its first $2j$ sites. `odd_ring_minimum` joins this pattern to the lower bound, and `odd_ring_half_filling` sets $Q=(2m+1)/2$. `even_ring_half_filling` uses the pattern with $\delta=1$ and one more empty site. `uniform_energy` evaluates the constant density.

## Limits of the guarantee

The result concerns a classical energy of site densities in one dimension. Hopping, exchange and longer-range repulsion are absent from it, so it does not give the ground-state energy of a quantum model or say which phase wins there. It also leaves open which other densities reach the minimum.

The conditions on size, occupation and charge have definite roles:

- **At least three sites.** On a single site the only bond joins the site to itself, and $n=\tfrac12$ gives $V/4$, which is below $V/2$ when $V>0$.
- **Occupations of at most 1.** On three sites, the values $\tfrac32,0,0$ have the half-filling charge and zero energy.
- **Charge between $m$ and $m+1$.** The lower bound holds without this condition, but it need not be attained: three full sites cost $3V$, while the bound gives $2V$.

The theorems are about real numbers and say nothing about a particular program. A comparison with computed densities needs a tolerance for rounding.
